# The Gaussian variational energy of the quartic oscillator grows as (3/8) 6^(1/3) g^(1/3) at strong coupling

If the Gaussian trial state for the quartic oscillator p²/2 + x²/2 + g x⁴ (with ħ = 1) keeps the harmonic frequency 1, its energy is 1/2 + 3g/4, which grows linearly in g and is a poor estimate at strong coupling. Minimising over the trial frequency at each g > 0 slows the growth to g^(1/3), with a coefficient that can be found in closed form.

In Lean 4 with Mathlib:

```lean
import Mathlib

open MeasureTheory Filter Topology

namespace QuarticOscillatorStrongCoupling

noncomputable section

/-- The unnormalised Gaussian trial function `exp (-W x² / 2)` of frequency `W`. -/
def trial (W x : ℝ) : ℝ := Real.exp (-(W / 2) * x ^ 2)

/-- The expectation value of `p²/2 + x²/2 + g x⁴` (with `ħ = 1`) in the Gaussian trial state
`ψ = trial W` of frequency `W`, for `W > 0`; the kinetic part of the numerator is the integral of
`ψ'²/2`. -/
def gaussianEnergy (g W : ℝ) : ℝ :=
  (∫ x : ℝ, ((deriv (trial W) x) ^ 2 / 2 + (x ^ 2 / 2 + g * x ^ 4) * (trial W x) ^ 2)) /
    ∫ x : ℝ, (trial W x) ^ 2

/-- The Gaussian variational energy at coupling `g ≥ 0`: the infimum of the energy
expectation over all trial frequencies `W > 0`. -/
def variationalEnergy (g : ℝ) : ℝ := ⨅ W : Set.Ioi (0 : ℝ), gaussianEnergy g W

/-- The frequency scale `(6g)^(1/3)`, for `g ≥ 0`. -/
def scale (g : ℝ) : ℝ := (6 * g) ^ (1 / 3 : ℝ)

/-- The derivative of the Gaussian `exp (-b x²)` is `-2 b x exp (-b x²)`. -/
theorem hasDerivAt_gaussian (b x : ℝ) :
    HasDerivAt (fun y : ℝ => Real.exp (-b * y ^ 2))
      (Real.exp (-b * x ^ 2) * (-b * (2 * x))) x :=
  (((hasDerivAt_pow 2 x).const_mul (-b)).exp).congr_deriv (by simp)

/-- Every natural-number power of `x` times a Gaussian `exp (-W x²)` with `W > 0` is integrable. -/
theorem integrable_moment (n : ℕ) {W : ℝ} (hW : 0 < W) :
    Integrable (fun x : ℝ => x ^ n * Real.exp (-W * x ^ 2)) := by
  have hn : (-1 : ℝ) < (n : ℝ) := by
    have := Nat.cast_nonneg (α := ℝ) n
    linarith
  have h := integrable_rpow_mul_exp_neg_mul_sq hW hn
  simpa only [Real.rpow_natCast] using h

/-- Recursion of Gaussian moments: for `W > 0`, the moment of order `n + 2` is
`(n + 1) / (2W)` times the moment of order `n`. -/
theorem moment_recursion (n : ℕ) {W : ℝ} (hW : 0 < W) :
    ∫ x : ℝ, x ^ (n + 2) * Real.exp (-W * x ^ 2) =
      ((n : ℝ) + 1) / (2 * W) * ∫ x : ℝ, x ^ n * Real.exp (-W * x ^ 2) := by
  have hd : ∀ x : ℝ, HasDerivAt (fun y : ℝ => y ^ (n + 1) * Real.exp (-W * y ^ 2))
      (((n : ℝ) + 1) * (x ^ n * Real.exp (-W * x ^ 2)) -
        2 * W * (x ^ (n + 2) * Real.exp (-W * x ^ 2))) x := by
    intro x
    refine ((hasDerivAt_pow (n + 1) x).fun_mul (hasDerivAt_gaussian W x)).congr_deriv ?_
    simp only [Nat.add_sub_cancel]
    push_cast
    ring
  have i0 := (integrable_moment n hW).const_mul ((n : ℝ) + 1)
  have i2 := (integrable_moment (n + 2) hW).const_mul (2 * W)
  -- the integral of a total derivative vanishes
  have h0 := integral_eq_zero_of_hasDerivAt_of_integrable hd (i0.sub i2)
    (integrable_moment (n + 1) hW)
  rw [integral_sub i0 i2, integral_const_mul, integral_const_mul] at h0
  rw [div_mul_eq_mul_div, eq_div_iff (by positivity)]
  linear_combination -h0

/-- For `W > 0` the energy expectation in the Gaussian trial state is
`W/4 + 1/(4W) + 3g/(4W²)`. -/
theorem gaussianEnergy_eq (g : ℝ) {W : ℝ} (hW : 0 < W) :
    gaussianEnergy g W = W / 4 + 1 / (4 * W) + 3 * g / (4 * W ^ 2) := by
  have hs : ∀ x : ℝ, (trial W x) ^ 2 = Real.exp (-W * x ^ 2) := by
    intro x
    rw [trial, ← Real.exp_nat_mul]
    congr 1
    push_cast
    ring
  have hder : ∀ x : ℝ, deriv (trial W) x = trial W x * (-(W / 2) * (2 * x)) :=
    fun x => (hasDerivAt_gaussian (W / 2) x).deriv
  have hnum : ∀ x : ℝ,
      (deriv (trial W) x) ^ 2 / 2 + (x ^ 2 / 2 + g * x ^ 4) * (trial W x) ^ 2 =
        (W ^ 2 + 1) / 2 * (x ^ 2 * Real.exp (-W * x ^ 2)) +
          g * (x ^ 4 * Real.exp (-W * x ^ 2)) := by
    intro x
    rw [hder x]
    linear_combination ((W ^ 2 + 1) / 2 * x ^ 2 + g * x ^ 4) * hs x
  -- second and fourth moments from the recursion
  have m2 : ∫ x : ℝ, x ^ 2 * Real.exp (-W * x ^ 2) =
      1 / (2 * W) * ∫ x : ℝ, Real.exp (-W * x ^ 2) := by
    have h := moment_recursion 0 hW
    rw [show ((0 : ℕ) : ℝ) + 1 = 1 by norm_num] at h
    simpa only [pow_zero, one_mul, zero_add] using h
  have m4 : ∫ x : ℝ, x ^ 4 * Real.exp (-W * x ^ 2) =
      3 / (2 * W) * ∫ x : ℝ, x ^ 2 * Real.exp (-W * x ^ 2) := by
    have h := moment_recursion 2 hW
    rw [show ((2 : ℕ) : ℝ) + 1 = 3 by norm_num] at h
    exact h
  have hM : ∫ x : ℝ, Real.exp (-W * x ^ 2) ≠ 0 := by
    rw [integral_gaussian]
    positivity
  unfold gaussianEnergy
  simp only [hnum]
  simp only [hs]
  rw [integral_add ((integrable_moment 2 hW).const_mul _)
    ((integrable_moment 4 hW).const_mul _), integral_const_mul, integral_const_mul, m4, m2]
  generalize (∫ x : ℝ, Real.exp (-W * x ^ 2)) = M at hM ⊢
  field_simp
  ring

/-- At coupling `g = k³/6` with `k, W > 0`, the Gaussian energy is
`3k/8 + 1/(4k) - 1/(8k³)` plus two nonnegative terms. -/
theorem gaussianEnergy_squares {k W : ℝ} (hk : 0 < k) (hW : 0 < W) :
    gaussianEnergy (k ^ 3 / 6) W = 3 / 8 * k + 1 / (4 * k) - 1 / (8 * k ^ 3) +
      (W - k) ^ 2 / (4 * W) + k / 8 * ((W - k) / W - 1 / k ^ 2) ^ 2 := by
  rw [gaussianEnergy_eq _ hW]
  field_simp
  ring

/-- For every `g > 0`, with `k = (6g)^(1/3)`, the variational energy lies between
`3k/8 + 1/(4k) - 1/(8k³)` and `3k/8 + 1/(4k)`. -/
theorem variationalEnergy_bounds {g : ℝ} (hg : 0 < g) :
    3 / 8 * scale g + 1 / (4 * scale g) - 1 / (8 * scale g ^ 3) ≤ variationalEnergy g ∧
      variationalEnergy g ≤ 3 / 8 * scale g + 1 / (4 * scale g) := by
  have hk : 0 < scale g := Real.rpow_pos_of_pos (by linarith) _
  have hc : scale g ^ 3 / 6 = g := by
    have h : scale g ^ 3 = 6 * g := by
      rw [scale, ← Real.rpow_natCast, ← Real.rpow_mul (by linarith)]
      norm_num
    linarith
  have low : ∀ W : Set.Ioi (0 : ℝ),
      3 / 8 * scale g + 1 / (4 * scale g) - 1 / (8 * scale g ^ 3) ≤ gaussianEnergy g W := by
    rintro ⟨W, hW⟩
    have hW' : 0 < W := hW
    have h := gaussianEnergy_squares hk hW'
    rw [hc] at h
    have h1 : 0 ≤ (W - scale g) ^ 2 / (4 * W) := by positivity
    have h2 : 0 ≤ scale g / 8 * ((W - scale g) / W - 1 / scale g ^ 2) ^ 2 := by positivity
    change _ ≤ gaussianEnergy g W
    linarith
  have : Nonempty (Set.Ioi (0 : ℝ)) := ⟨⟨scale g, hk⟩⟩
  refine ⟨le_ciInf low, ?_⟩
  -- the trial frequency W = k gives the upper bound
  have up : gaussianEnergy g (scale g) = 3 / 8 * scale g + 1 / (4 * scale g) := by
    have h := gaussianEnergy_squares hk hk
    rw [hc] at h
    rw [h, sub_self]
    field_simp
    ring
  rw [← up]
  exact ciInf_le ⟨_, by rintro _ ⟨W, rfl⟩; exact low W⟩ (⟨scale g, hk⟩ : Set.Ioi (0 : ℝ))

/-- The frequency scale `(6g)^(1/3)` grows without bound, so its inverse tends to zero
as `g` tends to infinity. -/
theorem inv_scale_tendsto : Tendsto (fun g => (scale g)⁻¹) atTop (𝓝 0) := by
  have h6 : Tendsto (fun g : ℝ => 6 * g) atTop atTop :=
    tendsto_id.const_mul_atTop (by norm_num)
  have hs : Tendsto scale atTop atTop :=
    (tendsto_rpow_atTop (by norm_num : (0 : ℝ) < 1 / 3)).comp h6
  exact tendsto_inv_atTop_zero.comp hs

/-- The next strong-coupling term: with `k = (6g)^(1/3)`, the product `k (E(g) - 3k/8)` tends to
`1/4` as `g` tends to infinity, where `E(g)` is the Gaussian variational energy. -/
theorem next_coefficient :
    Tendsto (fun g => scale g * (variationalEnergy g - 3 / 8 * scale g)) atTop
      (𝓝 (1 / 4)) := by
  have hl : Tendsto (fun g => 1 / 4 - 1 / 8 * (scale g)⁻¹ ^ 2) atTop
      (𝓝 (1 / 4 - 1 / 8 * 0 ^ 2)) :=
    ((inv_scale_tendsto.pow 2).const_mul (1 / 8)).const_sub (1 / 4)
  rw [show (1 / 4 - 1 / 8 * 0 ^ 2 : ℝ) = 1 / 4 by norm_num] at hl
  refine tendsto_of_tendsto_of_tendsto_of_le_of_le' hl tendsto_const_nhds ?_ ?_
  · filter_upwards [eventually_gt_atTop (0 : ℝ)] with g hg
    have hk : 0 < scale g := Real.rpow_pos_of_pos (by linarith) _
    have hb := (variationalEnergy_bounds hg).1
    calc 1 / 4 - 1 / 8 * (scale g)⁻¹ ^ 2
        = scale g * (1 / (4 * scale g) - 1 / (8 * scale g ^ 3)) := by field_simp
      _ ≤ _ := mul_le_mul_of_nonneg_left (by linarith) hk.le
  · filter_upwards [eventually_gt_atTop (0 : ℝ)] with g hg
    have hk : 0 < scale g := Real.rpow_pos_of_pos (by linarith) _
    have hb := (variationalEnergy_bounds hg).2
    calc scale g * (variationalEnergy g - 3 / 8 * scale g)
        ≤ scale g * (1 / (4 * scale g)) := mul_le_mul_of_nonneg_left (by linarith) hk.le
      _ = 1 / 4 := by field_simp

/-- The leading strong-coupling coefficient: the Gaussian variational energy of the
quartic oscillator divided by `g^(1/3)` tends to `(3/8) 6^(1/3)` as `g` tends to infinity. -/
theorem strong_coupling_coefficient :
    Tendsto (fun g : ℝ => variationalEnergy g / g ^ (1 / 3 : ℝ)) atTop
      (𝓝 (3 / 8 * (6 : ℝ) ^ (1 / 3 : ℝ))) := by
  have h := ((next_coefficient.mul (inv_scale_tendsto.pow 2)).const_add (3 / 8)).mul_const
    ((6 : ℝ) ^ (1 / 3 : ℝ))
  rw [show (3 / 8 + 1 / 4 * 0 ^ 2 : ℝ) = 3 / 8 by norm_num] at h
  refine h.congr' ?_
  filter_upwards [eventually_gt_atTop (0 : ℝ)] with g hg
  -- the scale factorises as 6^(1/3) g^(1/3)
  have hs : scale g = (6 : ℝ) ^ (1 / 3 : ℝ) * g ^ (1 / 3 : ℝ) :=
    Real.mul_rpow (by norm_num) hg.le
  have ha : (6 : ℝ) ^ (1 / 3 : ℝ) ≠ 0 := (Real.rpow_pos_of_pos (by norm_num) _).ne'
  have hb : g ^ (1 / 3 : ℝ) ≠ 0 := (Real.rpow_pos_of_pos hg _).ne'
  rw [hs]
  generalize (6 : ℝ) ^ (1 / 3 : ℝ) = a at ha ⊢
  generalize g ^ (1 / 3 : ℝ) = b at hb ⊢
  field_simp
  ring

end

end QuarticOscillatorStrongCoupling
```

```lean
#print axioms QuarticOscillatorStrongCoupling.strong_coupling_coefficient
```

```
'QuarticOscillatorStrongCoupling.strong_coupling_coefficient' depends on axioms: [propext, Classical.choice, Quot.sound]
```

## The limit and the bounds behind it

Let E(g) be the lowest energy expectation, more precisely the infimum, over all Gaussians exp(-W x²/2) with W > 0. The theorem `strong_coupling_coefficient` says that, as g → ∞,

E(g) / g^(1/3) → (3/8) 6^(1/3) ≈ 0.681.

Two further theorems sharpen this. Write k = (6g)^(1/3). For every g > 0, `variationalEnergy_bounds` gives

3k/8 + 1/(4k) - 1/(8k³) ≤ E(g) ≤ 3k/8 + 1/(4k),

and `next_coefficient` says that k (E(g) - 3k/8) → 1/4. The strong-coupling expansion of E(g) therefore starts with 3k/8 + 1/(4k).

In variational resummation of the weak-coupling series, this minimum is the first-order approximation to the ground-state energy, here for one particle in one dimension and with a single variational parameter. By the Rayleigh–Ritz principle it is never below the exact ground-state energy; that comparison is a standard fact about the Hamiltonian, whereas the theorems concern the Gaussian family alone.

## The oscillator as real integrals

The units are ħ = 1, with mass and harmonic frequency also 1. The function `trial W` is the unnormalised Gaussian ψ(x) = exp(-W x²/2); the normalised state is (W/π)^(1/4) ψ. The definition `gaussianEnergy g W` divides by the norm, so it is the usual expectation value:

∫ [ψ'²/2 + (x²/2 + g x⁴) ψ²] dx / ∫ ψ² dx.

The kinetic part of the numerator is the integral of ψ'²/2, which for these functions equals the integral of ψ (p²ψ)/2 after one integration by parts. No Hamiltonian operator on a Hilbert space is constructed.

The infimum over W > 0 is `variationalEnergy g`, where `Set.Ioi (0 : ℝ)` is the set of positive frequencies. The real number k is `scale g`. In the limits, `atTop` means g → ∞, and `𝓝` marks the value approached. The trial states are all centred at x = 0, and nothing is said about excited states or about how far E(g) lies from the exact energy.

## The energy from Gaussian moments

Let Mₙ = ∫ xⁿ exp(-W x²) dx. Differentiating a power times the Gaussian gives

d/dx [xⁿ⁺¹ exp(-W x²)] = (n+1) xⁿ exp(-W x²) - 2W xⁿ⁺² exp(-W x²).

The integral of the left side over the line vanishes, hence

Mₙ₊₂ = (n+1)/(2W) Mₙ.

This is `moment_recursion`. Its inputs are the derivative from `hasDerivAt_gaussian` and the convergence of all the moments from `integrable_moment`. Taking n = 0 and then n = 2 yields

M₂/M₀ = 1/(2W), M₄/M₀ = 3/(4W²).

Since ψ' = -W x ψ and ψ² = exp(-W x²), the numerator of the energy is (W² + 1)/2 · M₂ + g M₄. Dividing by M₀ gives

(W² + 1)/(4W) + 3g/(4W²) = W/4 + 1/(4W) + 3g/(4W²).

The theorem `gaussianEnergy_eq` follows the same route: `hnum` rewrites the integrand, `m2` and `m4` supply the two moments, and the common factor M₀, shown to be nonzero, cancels.

## Two squares that locate the minimum

At large g the optimal W is large, and the term 1/(4W) is small beside the other two. Without it, stationarity in W reads

1/4 - 3g/(2W³) = 0,

so W³ = 6g, that is, W = k. This suggests measuring W against k. With g = k³/6, the energy is exactly

3k/8 + 1/(4k) - 1/(8k³) + (W - k)²/(4W) + (k/8) [(W - k)/W - 1/k²]².

To check this, expand the two squared terms:

(W - k)²/(4W) = W/4 - k/2 + k²/(4W),

(k/8) [1 - 1/k² - k/W]² = k/8 - 1/(4k) + 1/(8k³) - k²/(4W) + 1/(4W) + k³/(8W²).

In the sum, the terms k²/(4W) cancel and the constants cancel against 3k/8 + 1/(4k) - 1/(8k³). What remains is W/4 + 1/(4W) + k³/(8W²), and k³/8 = 3g/4. In `gaussianEnergy_squares` this algebra is done by `field_simp` and `ring`.

Both squared terms are nonnegative, so the constant part is a lower bound for every W, and therefore for the infimum. At W = k the first square vanishes and the second term equals 1/(8k³), which leaves 3k/8 + 1/(4k) as an upper bound. In `variationalEnergy_bounds` these are the steps `low` and `up`. The lower bound also shows that the set of energies is bounded below, which is needed before the infimum can be compared with the value at W = k.

## From the bounds to the coefficients

Subtract 3k/8 from the bounds and multiply by k > 0:

1/4 - 1/(8k²) ≤ k (E(g) - 3k/8) ≤ 1/4.

By `inv_scale_tendsto`, 1/k → 0 as g → ∞. Both ends then tend to 1/4, and the squeeze theorem proves `next_coefficient`.

For the leading coefficient, write

E(g)/k = 3/8 + [k (E(g) - 3k/8)] · (1/k²).

The bracket tends to 1/4 and 1/k² tends to 0, so E(g)/k → 3/8. Because k = 6^(1/3) g^(1/3),

E(g)/g^(1/3) = 6^(1/3) · E(g)/k → (3/8) 6^(1/3).

The proof of `strong_coupling_coefficient` first takes the limit of the right-hand side in this form. It then uses `congr'` to replace that expression by E(g)/g^(1/3), with which it agrees for all g > 0.
